# A level at $a$ in a damped Chebyshev density has mean position $g_1a$

When a density of states is built from finitely many Chebyshev moments, each sharp level is surrounded by spurious oscillations, which are commonly suppressed by multiplying the $n$-th moment by a damping factor $g_n$. On an energy axis shifted and rescaled so that the band lies in $[-1,1]$ with its centre at zero, a level at $a$ becomes a broadened peak, and one would like to know where the mean of that peak lies and how wide it is.

```lean
import Mathlib

open Real

namespace KernelDamping

noncomputable section

/-- The damped Chebyshev density, in the angle `t`, of a single level at `a`,
with damping factors `g n` and truncation order `N`. -/
def density (g : ℕ → ℝ) (N : ℕ) (a t : ℝ) : ℝ :=
  (1 / π) * (1 + 2 * ∑ n ∈ Finset.Icc 1 N,
    g n * (Polynomial.Chebyshev.T ℝ (n : ℤ)).eval a * Real.cos (n * t))

/-- The average of `f t` over the damped density on `[0, π]`. -/
def average (g : ℕ → ℝ) (N : ℕ) (a : ℝ) (f : ℝ → ℝ) : ℝ :=
  ∫ t in (0 : ℝ)..π, f t * density g N a t

/-- The mean position `cos t` of the broadened level. -/
def mean (g : ℕ → ℝ) (N : ℕ) (a : ℝ) : ℝ := average g N a Real.cos

/-- The variance of the position `cos t` of the broadened level. -/
def variance (g : ℕ → ℝ) (N : ℕ) (a : ℝ) : ℝ :=
  average g N a (fun t => (Real.cos t - mean g N a) ^ 2)

/-- A cosine of nonzero integer frequency integrates to zero over `[0, π]`. -/
theorem integral_cos_int (k : ℤ) (hk : k ≠ 0) :
    ∫ t in (0 : ℝ)..π, Real.cos (k * t) = 0 := by
  have hk' : (k : ℝ) ≠ 0 := by exact_mod_cast hk
  rw [intervalIntegral.integral_comp_mul_left (fun x => Real.cos x) hk', integral_cos]
  simp [Real.sin_int_mul_pi]

/-- Orthogonality of the cosines on `[0, π]`, when the second frequency is at least one. -/
theorem integral_cos_mul_cos (m n : ℕ) (hn : 1 ≤ n) :
    ∫ t in (0 : ℝ)..π, Real.cos (m * t) * Real.cos (n * t) =
      if m = n then π / 2 else 0 := by
  have h : ∀ t : ℝ, Real.cos (m * t) * Real.cos (n * t) =
      (1 / 2) * Real.cos ((((m : ℤ) - n : ℤ) : ℝ) * t) +
      (1 / 2) * Real.cos ((((m : ℤ) + n : ℤ) : ℝ) * t) := by
    intro t
    push_cast
    rw [sub_mul, add_mul, Real.cos_sub, Real.cos_add]
    ring
  simp only [h]
  rw [intervalIntegral.integral_add, intervalIntegral.integral_const_mul,
    intervalIntegral.integral_const_mul, integral_cos_int ((m : ℤ) + n) (by omega)]
  · by_cases hmn : m = n
    · subst hmn
      have h0 : ∫ t in (0 : ℝ)..π, Real.cos ((((m : ℤ) - m : ℤ) : ℝ) * t) = π := by simp
      rw [h0, if_pos rfl]
      ring
    · rw [integral_cos_int ((m : ℤ) - n) (by omega), if_neg hmn]
      ring
  all_goals exact Continuous.intervalIntegrable (by fun_prop) _ _

/-- The cosine moments of the damped density: one at order zero, `g m * T_m(a)` at
orders `1 ≤ m ≤ N`, and zero above the truncation order. -/
theorem average_cos (g : ℕ → ℝ) (N : ℕ) (a : ℝ) (m : ℕ) :
    average g N a (fun t => Real.cos (m * t)) =
      if m = 0 then 1 else
        if m ≤ N then g m * (Polynomial.Chebyshev.T ℝ (m : ℤ)).eval a else 0 := by
  have hπ : π ≠ 0 := Real.pi_ne_zero
  have h : ∀ t : ℝ, Real.cos (m * t) * density g N a t =
      (1 / π) * Real.cos (m * t) + ∑ n ∈ Finset.Icc 1 N,
        (2 / π * (g n * (Polynomial.Chebyshev.T ℝ (n : ℤ)).eval a)) *
          (Real.cos (m * t) * Real.cos (n * t)) := by
    intro t
    simp only [density, mul_add, Finset.mul_sum]
    congr 1
    · ring
    · exact Finset.sum_congr rfl fun n _ => by ring
  have hI : ∫ t in (0 : ℝ)..π, Real.cos (m * t) = if m = 0 then π else 0 := by
    split_ifs with h0
    · simp [h0]
    · have := integral_cos_int (m : ℤ) (by exact_mod_cast h0)
      simpa only [Int.cast_natCast] using this
  simp only [average, h]
  rw [intervalIntegral.integral_add, intervalIntegral.integral_const_mul, hI,
    intervalIntegral.integral_finsetSum]
  · -- orthogonality leaves only the term n = m
    have hs : ∀ n ∈ Finset.Icc 1 N, (∫ t in (0 : ℝ)..π,
        (2 / π * (g n * (Polynomial.Chebyshev.T ℝ (n : ℤ)).eval a)) *
          (Real.cos (m * t) * Real.cos (n * t))) =
        if m = n then g n * (Polynomial.Chebyshev.T ℝ (n : ℤ)).eval a else 0 := by
      intro n hn
      rw [intervalIntegral.integral_const_mul,
        integral_cos_mul_cos m n (Finset.mem_Icc.1 hn).1]
      split_ifs
      · field_simp
      · simp
    rw [Finset.sum_congr rfl hs, Finset.sum_ite_eq]
    by_cases h0 : m = 0
    · subst h0
      simp [hπ]
    · simp [h0, Finset.mem_Icc, Nat.one_le_iff_ne_zero]
  all_goals
    intros
    exact Continuous.intervalIntegrable (by fun_prop) _ _

/-- Averaging over the damped density is linear on continuous functions. -/
theorem average_linear (g : ℕ → ℝ) (N : ℕ) (a x y : ℝ) (f h : ℝ → ℝ)
    (hf : Continuous f) (hh : Continuous h) :
    average g N a (fun t => x * f t + y * h t) =
      x * average g N a f + y * average g N a h := by
  have hd : Continuous (density g N a) := by
    unfold density
    fun_prop
  have e : ∀ t, (x * f t + y * h t) * density g N a t =
      x * (f t * density g N a t) + y * (h t * density g N a t) := fun t => by ring
  simp only [average, e]
  rw [intervalIntegral.integral_add, intervalIntegral.integral_const_mul,
    intervalIntegral.integral_const_mul]
  · exact (continuous_const.mul (hf.mul hd)).intervalIntegrable _ _
  · exact (continuous_const.mul (hh.mul hd)).intervalIntegrable _ _

/-- The damped density has total weight one. -/
theorem average_one (g : ℕ → ℝ) (N : ℕ) (a : ℝ) : average g N a (fun _ => 1) = 1 := by
  simpa using average_cos g N a 0

/-- For truncation order at least one, the mean position of a level at `a` is `g 1 * a`. -/
theorem mean_eq (g : ℕ → ℝ) (N : ℕ) (a : ℝ) (hN : 1 ≤ N) : mean g N a = g 1 * a := by
  have h := average_cos g N a 1
  rw [if_neg one_ne_zero, if_pos hN] at h
  simpa [mean] using h

/-- For truncation order at least two, a level at `a` acquires the mean position `g 1 * a`
and the variance `(1 - g 2) / 2 + a ^ 2 * (g 2 - g 1 ^ 2)`. -/
theorem mean_and_variance (g : ℕ → ℝ) (N : ℕ) (a : ℝ) (hN : 2 ≤ N) :
    mean g N a = g 1 * a ∧
      variance g N a = (1 - g 2) / 2 + a ^ 2 * (g 2 - g 1 ^ 2) := by
  have hm := mean_eq g N a (by omega)
  refine ⟨hm, ?_⟩
  have h2 : average g N a (fun t => Real.cos (2 * t)) = g 2 * (2 * a ^ 2 - 1) := by
    have h := average_cos g N a 2
    rw [if_neg two_ne_zero, if_pos hN] at h
    simpa [Polynomial.Chebyshev.T_two] using h
  unfold variance
  rw [hm]
  -- the squared deviation is a combination of 1, cos t and cos 2t
  have e : (fun t => (Real.cos t - g 1 * a) ^ 2) = fun t =>
      1 * ((1 / 2 + (g 1 * a) ^ 2) * 1 + (-2 * (g 1 * a)) * Real.cos t) +
        (1 / 2) * Real.cos (2 * t) := by
    funext t
    rw [Real.cos_two_mul]
    ring
  have l1 := average_linear g N a (1 / 2 + (g 1 * a) ^ 2) (-2 * (g 1 * a))
    (fun _ => 1) Real.cos continuous_const Real.continuous_cos
  have l2 := average_linear g N a 1 (1 / 2)
    (fun t => (1 / 2 + (g 1 * a) ^ 2) * 1 + (-2 * (g 1 * a)) * Real.cos t)
    (fun t => Real.cos (2 * t)) (by fun_prop) (by fun_prop)
  have hc : average g N a Real.cos = g 1 * a := hm
  rw [e, l2, l1, average_one, hc, h2]
  ring

/-- If `0 < g 1 < 1` and the truncation order is at least one, the mean position of a level
off the band centre stays on the same side of the centre and lies strictly closer to it. -/
theorem pulled_to_centre (g : ℕ → ℝ) (N : ℕ) (a : ℝ) (hN : 1 ≤ N) (ha : a ≠ 0)
    (h0 : 0 < g 1) (h1 : g 1 < 1) : 0 < a * mean g N a ∧ |mean g N a| < |a| := by
  rw [mean_eq g N a hN]
  constructor
  · have h : 0 < g 1 * a ^ 2 := by positivity
    linarith [show a * (g 1 * a) = g 1 * a ^ 2 by ring]
  · rw [abs_mul, abs_of_pos h0]
    nlinarith [abs_pos.2 ha]

/-- In a band with centre `c` and nonzero energy scale `w`, a level of energy `E` acquires the
mean energy `c + g 1 * (E - c)`, for truncation order at least one. -/
theorem mean_energy (g : ℕ → ℝ) (N : ℕ) (E c w : ℝ) (hN : 1 ≤ N) (hw : w ≠ 0) :
    average g N ((E - c) / w) (fun t => c + w * Real.cos t) = c + g 1 * (E - c) := by
  have l := average_linear g N ((E - c) / w) c w (fun _ => 1) Real.cos
    continuous_const Real.continuous_cos
  have hc : average g N ((E - c) / w) Real.cos = g 1 * ((E - c) / w) := mean_eq g N _ hN
  have e : (fun t => c + w * Real.cos t) = fun t => c * 1 + w * Real.cos t := by
    funext t
    ring
  rw [e, l, average_one, hc]
  have hcancel : w * ((E - c) / w) = E - c := by field_simp
  linear_combination g 1 * hcancel

/-- If the damped density of a level at the band edge `a = 1` is nowhere negative on `[0, π]`
and the truncation order is at least one, then `g 1 < 1`. -/
theorem damping_of_nonneg (g : ℕ → ℝ) (N : ℕ) (hN : 1 ≤ N)
    (hpos : ∀ t ∈ Set.Icc 0 π, 0 ≤ density g N 1 t) : g 1 < 1 := by
  have hd : Continuous (density g N 1) := by
    unfold density
    fun_prop
  have key : 0 < ∫ t in (0 : ℝ)..π, (1 * 1 + (-1) * Real.cos t) * density g N 1 t := by
    refine intervalIntegral.integral_pos Real.pi_pos ?_ ?_ ?_
    · exact (Continuous.mul (by fun_prop) hd).continuousOn
    · intro t ht
      exact mul_nonneg (by linarith [Real.cos_le_one t]) (hpos t ⟨ht.1.le, ht.2⟩)
    · -- otherwise the density vanishes away from t = 0, against its unit weight
      by_contra hne
      have z : average g N 1 (fun _ => 1) = 0 := by
        refine intervalIntegral.integral_zero_ae (Filter.Eventually.of_forall ?_)
        intro t ht
        rw [Set.uIoc_of_le Real.pi_pos.le] at ht
        have h3 : Real.cos t < 1 := by
          have := Real.cos_lt_cos_of_nonneg_of_le_pi le_rfl ht.2 ht.1
          rwa [Real.cos_zero] at this
        have hle : density g N 1 t ≤ 0 := not_lt.1 fun hc => hne ⟨t, ⟨ht.1.le, ht.2⟩, by
          show 0 < (1 * 1 + (-1) * Real.cos t) * density g N 1 t
          exact mul_pos (by linarith) hc⟩
        show (1 : ℝ) * density g N 1 t = 0
        rw [le_antisymm hle (hpos t ⟨ht.1.le, ht.2⟩), mul_zero]
      rw [average_one] at z
      exact one_ne_zero z
  have l : ∫ t in (0 : ℝ)..π, (1 * 1 + (-1) * Real.cos t) * density g N 1 t =
      1 * average g N 1 (fun _ => 1) + (-1) * average g N 1 Real.cos :=
    average_linear g N 1 1 (-1) (fun _ => 1) Real.cos continuous_const Real.continuous_cos
  have hc : average g N 1 Real.cos = g 1 * 1 := mean_eq g N 1 hN
  rw [l, average_one, hc] at key
  linarith

end

end KernelDamping
```

```lean
#print axioms KernelDamping.mean_and_variance
#print axioms KernelDamping.pulled_to_centre
#print axioms KernelDamping.mean_energy
#print axioms KernelDamping.damping_of_nonneg
```

```
'KernelDamping.mean_and_variance' depends on axioms: [propext, Classical.choice, Quot.sound]
'KernelDamping.pulled_to_centre' depends on axioms: [propext, Classical.choice, Quot.sound]
'KernelDamping.mean_energy' depends on axioms: [propext, Classical.choice, Quot.sound]
'KernelDamping.damping_of_nonneg' depends on axioms: [propext, Classical.choice, Quot.sound]
```

## The broadened level and its two moments

Let the energy axis be rescaled so that the band occupies $[-1,1]$, and write a position in the band as $x=\cos t$ with $t\in[0,\pi]$. A single level of unit weight sits at $x=a$. Its Chebyshev series, cut off at order $N$ and damped, is the density in the angle

$$\rho(t)=\frac1\pi\Bigl(1+2\sum_{n=1}^{N}g_n\,T_n(a)\cos nt\Bigr),$$

where $T_n$ is the Chebyshev polynomial of degree $n$. This is `density g N a t`. The damping factors are a function `g : ℕ → ℝ` with no conditions attached. The value `g 0` is never used, since the constant term has the fixed coefficient 1.

`average g N a f` is the integral $\langle f\rangle=\int_0^\pi f(t)\rho(t)\,dt$. Because $\rho$ is a density in $t$, no weight $1/\sqrt{1-x^2}$ appears. `mean` is $\langle\cos t\rangle$, and `variance` is the average squared deviation of $\cos t$ from that mean.

The central theorem, `mean_and_variance`, says that for $N\ge2$

$$\langle\cos t\rangle=g_1a,\qquad \bigl\langle(\cos t-g_1a)^2\bigr\rangle=\frac{1-g_2}{2}+a^2\,(g_2-g_1^2).$$

The mean alone needs only $N\ge1$ (`mean_eq`). Both formulas hold for every real $a$; the physical case is $|a|\le1$.

Three further theorems interpret the mean, all for $N\ge1$:

- `pulled_to_centre`: if $0<g_1<1$ and $a\ne0$, the mean lies on the same side of the band centre as the level and strictly closer to it.
- `mean_energy`: for a band with centre $c$ and energy scale $w\neq0$, a level of energy $E$ acquires the mean energy $c+g_1(E-c)$. In practice $w$ is usually taken slightly larger than the half-width of the band, so that the rescaled spectrum stays safely inside $[-1,1]$.
- `damping_of_nonneg`: if the density of a level at the band edge $a=1$ is nowhere negative, then $g_1<1$.

The last theorem links the shift to the purpose of damping. A kernel that removes all negative values from the edge level must have $g_1<1$, and if $g_1$ is also positive, every level off the centre is pulled inwards.

The result concerns the mean of the peak; the position of its maximum is a different quantity. Nor does the variance formula assume that $\rho$ is nonnegative, so "variance" can mean the second central moment of a density that changes sign. With no damping, $g_1=g_2=1$, it is zero even though the truncated series is spread over the whole band: positive and negative parts cancel.

## Cosine moments by hand

For a nonzero integer $k$,

$$\int_0^\pi\cos kt\,dt=\frac{\sin k\pi}{k}=0.$$

For integers $m\ge0$ and $n\ge1$, the product formula

$$\cos mt\cos nt=\tfrac12\cos(m-n)t+\tfrac12\cos(m+n)t$$

has a second term of nonzero frequency, which integrates to zero. The first term also integrates to zero unless $m=n$, when it gives $\pi/2$. Inserting this into the density,

$$\langle\cos mt\rangle=\frac1\pi\int_0^\pi\cos mt\,dt+\frac2\pi\sum_{n=1}^{N}g_nT_n(a)\int_0^\pi\cos mt\cos nt\,dt .$$

For $m=0$ only the first term survives and the result is 1, so the density is normalised whatever the damping. For $1\le m\le N$ only $n=m$ survives in the sum and the result is $g_mT_m(a)$. For $m>N$ everything vanishes.

Since $T_1(a)=a$, the mean is $g_1a$. Since $T_2(a)=2a^2-1$, for $N\ge2$ we also have $\langle\cos2t\rangle=g_2(2a^2-1)$. The double-angle formula $\cos^2t=\tfrac12(1+\cos2t)$ turns the squared deviation into

$$(\cos t-g_1a)^2=\tfrac12+g_1^2a^2-2g_1a\cos t+\tfrac12\cos2t,$$

and averaging term by term gives

$$\tfrac12+g_1^2a^2-2g_1^2a^2+\tfrac12g_2(2a^2-1)=\frac{1-g_2}2+a^2(g_2-g_1^2).$$

The pull towards the centre follows from $a\cdot g_1a=g_1a^2>0$ and $|g_1a|=g_1|a|<|a|$. In energy units, a level at $E$ has $a=(E-c)/w$, and

$$\langle c+w\cos t\rangle=c+w\,g_1\frac{E-c}{w}=c+g_1(E-c).$$

For the edge level, $a=1$, the mean is $g_1$, so

$$1-g_1=\int_0^\pi(1-\cos t)\,\rho(t)\,dt .$$

If $\rho\ge0$, the integrand is continuous and nonnegative. Were it zero everywhere, $\rho$ would vanish for all $t>0$, where $1-\cos t>0$, and its integral could not be 1. The integrand is therefore positive somewhere, the integral is positive, and $g_1<1$.

## The same steps in Lean

`integral_cos_int` is the vanishing integral, obtained by a change of variable and $\sin k\pi=0$. It is stated for integers because $m-n$ may be negative. `integral_cos_mul_cos` applies it to the product formula, with `omega` supplying the facts that the frequencies are nonzero.

`average_cos` contains all the cosine moments. It exchanges the finite sum with the integral, evaluates each term by orthogonality, and uses `Finset.sum_ite_eq` to keep only the term $n=m$. Its cases $m=0$ and $m=1$ give `average_one` and `mean_eq`.

In `mean_and_variance`, the case $m=2$ is combined with `Polynomial.Chebyshev.T_two`. The equation `e` is the expansion of the squared deviation. Two applications of `average_linear`, the linearity of the average on continuous functions, reduce its average to those of $1$, $\cos t$ and $\cos2t$, and `ring` finishes the algebra. `mean_energy` uses the same linearity once and then cancels $w$.

In `damping_of_nonneg`, the factor $1-\cos t$ is written `1 * 1 + (-1) * Real.cos t` to match the form of `average_linear`. The lemma `intervalIntegral.integral_pos` asks for continuity, nonnegativity and one point where the integrand is positive. That point comes from the argument by contradiction above: without it, `average_one` would give $1=0$.

## What happens to a computed spectrum

In a kernel polynomial calculation for a finite Hermitian matrix $H$, one forms $\tilde H=(H-c)/w$ with its spectrum inside $[-1,1]$. For a normalised vector $v$, the moments $\mu_n=\langle v|T_n(\tilde H)|v\rangle$ are generated by the Chebyshev recurrence. Each $\mu_n$ is multiplied by $g_n$, and the cosine series is summed on a grid of angles. The formulas describe what the multiplication does when $v$ is an eigenvector, so that a single level contributes. For a general $v$, the spectrum is a weighted sum of such levels, and linearity gives the mean energy $c+g_1(\langle v|H|v\rangle-c)$.

The widely used Jackson factors have

$$g_1=\cos\frac{\pi}{N+2},\qquad g_2=\frac{(N+1)\cos\frac{2\pi}{N+2}+1}{N+2}.$$

Take $N=98$, $w=10$ eV and a level 8 eV above the band centre, so $a=0.8$. Then $1-g_1\approx4.9\times10^{-4}$, and the mean moves down by about 4 meV. The variance formula gives a standard deviation of about 0.019 in rescaled units, or 0.19 eV. The shift is thus far smaller than the broadening here, but it is systematic: the separation between the means of any two levels shrinks by the same factor $g_1$. When only one level contributes, its original energy can be recovered from the mean energy $\bar E$, taken over the whole damped density, as $c+(\bar E-c)/g_1$.
